# Composing hyperpower updates of an approximate inverse multiplies their orders

An electronic-structure calculation in a basis of overlapping atomic orbitals may need the inverse of the overlap matrix $A$, and an iteration can improve a rough guess $X$ for that inverse by updates of low or high order. If updates of several orders are applied one after another, which approximate inverse do they produce, and how far is it from the exact one?

```lean
import Mathlib

open Finset

namespace HyperpowerInverse

variable {R : Type*} [Ring R]

/-- One hyperpower update of order `p` for the approximate inverse `X` of `A`:
`X` times the first `p` terms of the Neumann series in the residual `1 - A X`. -/
def hyperpower (A X : R) (p : ℕ) : R :=
  X * ∑ j ∈ range p, (1 - A * X) ^ j

/-- An update of order `p` raises the right residual `1 - A X` to the power `p`. -/
theorem right_residual (A X : R) (p : ℕ) :
    1 - A * hyperpower A X p = (1 - A * X) ^ p := by
  -- the geometric sum telescopes against `A X = 1 - (1 - A X)`
  have h := mul_neg_geom_sum (1 - A * X) p
  rw [sub_sub_cancel] at h
  rw [hyperpower, ← mul_assoc, h, sub_sub_cancel]

/-- The approximate inverse passes through powers of the residual, turning right
residuals into left residuals. -/
theorem push_through (A X : R) (j : ℕ) :
    X * (1 - A * X) ^ j = (1 - X * A) ^ j * X := by
  have h : X * (1 - A * X) = (1 - X * A) * X := by noncomm_ring
  induction j with
  | zero => simp
  | succ j ih =>
    rw [pow_succ, ← mul_assoc, ih, mul_assoc, h, ← mul_assoc, ← pow_succ]

/-- An update of order `p` raises the left residual `1 - X A` to the power `p`. -/
theorem left_residual (A X : R) (p : ℕ) :
    1 - hyperpower A X p * A = (1 - X * A) ^ p := by
  -- write the same update with the series on the left of `X`
  have hl : hyperpower A X p = (∑ j ∈ range p, (1 - X * A) ^ j) * X := by
    rw [hyperpower, Finset.mul_sum, Finset.sum_mul]
    exact Finset.sum_congr rfl fun j _ => push_through A X j
  have h := geom_sum_mul_neg (1 - X * A) p
  rw [sub_sub_cancel] at h
  rw [hl, mul_assoc, h, sub_sub_cancel]

/-- A truncated Neumann series with `p * q` terms factors into a series of `p` terms
in `r` and a series of `q` terms in `r ^ p`. -/
theorem neumann_factor (r : R) (p q : ℕ) :
    (∑ i ∈ range p, r ^ i) * ∑ j ∈ range q, (r ^ p) ^ j = ∑ k ∈ range (p * q), r ^ k := by
  induction q with
  | zero => simp
  | succ q ih =>
    -- the new term supplies the next block of `p` consecutive powers
    rw [mul_add_one p q, Finset.sum_range_succ, mul_add, ih, Finset.sum_range_add,
      Finset.sum_mul]
    congr 1
    refine Finset.sum_congr rfl fun i _ => ?_
    rw [← pow_mul, ← pow_add, add_comm]

/-- Composition law: an update of order `p` followed by one of order `q` is a single
update of order `p * q`. -/
theorem hyperpower_comp (A X : R) (p q : ℕ) :
    hyperpower A (hyperpower A X p) q = hyperpower A X (p * q) := by
  calc hyperpower A (hyperpower A X p) q
      = hyperpower A X p * ∑ j ∈ range q, (1 - A * hyperpower A X p) ^ j := rfl
    _ = X * ((∑ i ∈ range p, (1 - A * X) ^ i) *
          ∑ j ∈ range q, ((1 - A * X) ^ p) ^ j) := by
        rw [right_residual, hyperpower, mul_assoc]
    _ = hyperpower A X (p * q) := by rw [neumann_factor, hyperpower]

/-- Successive updates with any list of orders amount to one update whose order is
the product of the list. -/
theorem hyperpower_schedule (A X : R) (orders : List ℕ) :
    orders.foldl (hyperpower A) X = hyperpower A X orders.prod := by
  induction orders generalizing X with
  | nil => simp [hyperpower]
  | cons p ps ih => rw [List.foldl_cons, ih, hyperpower_comp, List.prod_cons]

/-- An update of order `p` yields an exact right inverse of `A` if and only if the
`p`-th power of the initial residual vanishes. -/
theorem exact_iff (A X : R) (p : ℕ) :
    A * hyperpower A X p = 1 ↔ (1 - A * X) ^ p = 0 := by
  rw [← right_residual A X p, sub_eq_zero]
  exact eq_comm

/-- For invertible `A`, an update of order `p + 1` turns the error `E = A⁻¹ - X`
into `E (A E) ^ p`, a product containing `p + 1` factors of `E`. -/
theorem error_law (A : Rˣ) (X : R) (p : ℕ) :
    (↑A⁻¹ : R) - hyperpower (A : R) X (p + 1)
      = ((↑A⁻¹ : R) - X) * ((A : R) * ((↑A⁻¹ : R) - X)) ^ p := by
  -- the residual is `A` times the error
  have h1 : (A : R) * ((↑A⁻¹ : R) - X) = 1 - (A : R) * X := by
    rw [mul_sub, Units.mul_inv]
  -- and the error is the exact inverse times the residual
  have h2 (Y : R) : (↑A⁻¹ : R) * (1 - (A : R) * Y) = (↑A⁻¹ : R) - Y := by
    rw [mul_sub, mul_one, Units.inv_mul_cancel_left]
  rw [← h2 (hyperpower (A : R) X (p + 1)), right_residual, pow_succ', ← mul_assoc,
    h2 X, h1]

end HyperpowerInverse
```

```lean
#print axioms HyperpowerInverse.hyperpower_comp
#print axioms HyperpowerInverse.hyperpower_schedule
#print axioms HyperpowerInverse.exact_iff
#print axioms HyperpowerInverse.error_law
```

```
'HyperpowerInverse.hyperpower_comp' depends on axioms: [propext, Classical.choice, Quot.sound]
'HyperpowerInverse.hyperpower_schedule' depends on axioms: [propext, Classical.choice, Quot.sound]
'HyperpowerInverse.exact_iff' depends on axioms: [propext, Classical.choice, Quot.sound]
'HyperpowerInverse.error_law' depends on axioms: [propext, Classical.choice, Quot.sound]
```

## The update and the two residuals

The quality of a guess $X$ can be read off from the right residual

$$r = 1 - AX,$$

which is zero exactly when $AX = 1$. If $A$ is invertible, then $AX = 1 - r$ gives $X = A^{-1}(1-r)$. When $1-r$ can be inverted by its Neumann series, it follows that $A^{-1} = X(1 + r + r^2 + \cdots)$, which suggests multiplying $X$ by the first few terms of that series. Keeping $p$ terms gives the hyperpower update of order $p$,

$$H_p(X) = X\sum_{j<p} (1 - AX)^j .$$

In the file this is `hyperpower A X p`, and `range p` is the set $0, 1, \dots, p-1$. The order counts the terms that are kept. Order one returns $X$ unchanged, order two is the Newton–Schulz step $X(2 - AX)$, and order three is $X(1 + r + r^2)$. Order zero has an empty sum and returns $0$. It is useless as an update, but the residual identities and the composition law hold for it too, and so their theorems carry no condition $p \ge 1$. Only the error law is stated from order one on.

Because $A$ and $X$ need not commute, there is also a left residual, $s = 1 - XA$. For Hermitian $A$ and $X$ it is the adjoint of $r$. In general the two residuals can differ, and each gets its own theorem below.

## What the theorems state

The type `R` with `[Ring R]` is any ring, commutative or not. For the overlap problem it is the ring of $n \times n$ real or complex matrices, `1` is the identity matrix and `*` is the matrix product. The variables `A` and `X` are arbitrary elements of this ring. Symmetry, positivity and closeness of $X$ to an inverse are not assumed, and $A$ has to be invertible only in the last theorem.

The theorems `right_residual` and `left_residual` say that one update raises each residual to the power $p$:

$$1 - A\,H_p(X) = (1 - AX)^p, \qquad 1 - H_p(X)\,A = (1 - XA)^p .$$

The composition law `hyperpower_comp` says that an update of order $p$ followed by one of order $q$ is a single update of order $pq$:

$$H_q(H_p(X)) = H_{pq}(X).$$

On the left, the second update uses the same $A$ but forms its residual from the new guess $H_p(X)$, as an iteration does.

The theorem `hyperpower_schedule` extends this to any finite list of orders. The expression `orders.foldl (hyperpower A) X` starts from $X$ and applies the updates from the first entry of the list to the last, and the result is one update whose order is `orders.prod`, the product of the entries. An empty list has product one and leaves $X$ as it was.

The theorem `exact_iff` says when the update hits a right inverse exactly: $A\,H_p(X) = 1$ holds if and only if $(1 - AX)^p = 0$. For square matrices over a field a right inverse is also a left inverse. In a general ring it need not be, and the theorem speaks only of the right one.

Finally, `error_law` takes `A : Rˣ`, an element of the ring together with its two-sided inverse. For an overlap matrix, invertibility means that the basis functions are linearly independent. With the error $E = A^{-1} - X$, the theorem states

$$A^{-1} - H_{p+1}(X) = E\,(AE)^p .$$

The order is written as $p+1$, so that $p = 0$ is the update of order one, which leaves the error equal to $E$. The arrows in `(↑A⁻¹ : R)` only say that the inverse is to be read as an element of the ring.

## What this means for an iterated inverse

For matrices multiplied exactly, three updates of order two produce the same approximate inverse as one update of order eight, and a schedule with orders two and three gives the same matrix in either sequence. The choice between such schedules is then a matter of cost and of numerical error, since the approximation they reach is the same.

That exactness is the main idealisation. Linear-scaling calculations may discard small matrix elements after a multiplication, and floating-point arithmetic rounds. Either way the computed update can differ from $H_p(X)$, and the identities then describe the ideal iteration from which the computed one departs. The file also assumes that $A$ stays fixed throughout a schedule.

The theorems are algebraic identities and contain no norm, so a statement about convergence needs one more ingredient. In a submultiplicative norm, $\lVert r^p \rVert \le \lVert r \rVert^p$ for $p \ge 1$. A starting guess with $\lVert 1 - AX \rVert < 1$ therefore has a residual that repeated updates of a fixed order $p \ge 2$ drive to zero. In the same way the error law leads to the bound $\lVert A \rVert^p \lVert E \rVert^{p+1}$ for the error after an update of order $p+1$. For $p \ge 1$ and such a starting guess, repeated updates of this order therefore converge to $A^{-1}$ with order at least $p+1$.

## The residual is raised to a power

The first identity rests on a telescoping sum. Since $AX = 1 - r$,

$$A\,H_p(X) = AX \sum_{j<p} r^j = (1 - r)\sum_{j<p} r^j = \sum_{j<p} r^j - \sum_{j<p} r^{j+1} = 1 - r^p .$$

Subtracting this from $1$ leaves $r^p$. Only powers of the single element $r$ are multiplied with each other here, so non-commutativity does no harm.

In the proof of `right_residual`, Mathlib's `mul_neg_geom_sum` supplies the telescoped sum $(1-r)\sum_{j<p} r^j = 1 - r^p$. The first use of `sub_sub_cancel` replaces $1 - (1 - AX)$ by $AX$. After the definition has been unfolded and the product regrouped, the second use turns $1 - (1 - r^p)$ into $r^p$.

For the left residual the factor $A$ stands on the other side, next to the series and not next to $X$. The series therefore has to be moved to the left of $X$ first. For one factor,

$$X(1 - AX) = X - XAX = (1 - XA)X,$$

that is, $Xr = sX$. If $X r^j = s^j X$ is known for some $j$, then

$$X r^{j+1} = (X r^j)\,r = s^j X r = s^j s X = s^{j+1} X .$$

This is `push_through`. The single-factor case is settled by `noncomm_ring`, which checks identities in non-commutative rings, and the induction on `j` follows the line above.

Applying it to every term gives the same update with the series on the left, $H_p(X) = \bigl(\sum_{j<p} s^j\bigr) X$, which is the statement `hl` in the proof of `left_residual`. Then

$$H_p(X)\,A = \Bigl(\sum_{j<p} s^j\Bigr) XA = \Bigl(\sum_{j<p} s^j\Bigr)(1 - s) = 1 - s^p,$$

where the last equality is the telescoping sum again, now with the factor on the right (`geom_sum_mul_neg`). Subtracting from $1$ gives $s^p$.

## Why the orders multiply

The second of two updates works with the residual of the first result, which is $r^p$. Hence

$$H_q(H_p(X)) = H_p(X) \sum_{j<q} (r^p)^j = X \Bigl(\sum_{i<p} r^i\Bigr)\Bigl(\sum_{j<q} (r^p)^j\Bigr).$$

The two sums have to be combined into one. A general term of their product is $r^i (r^p)^j = r^{pj + i}$ with $i < p$ and $j < q$. For a fixed $j$, the exponents $pj + i$ run through a block of $p$ consecutive integers starting at $pj$, and the blocks for $j = 0, \dots, q-1$ lie end to end. Each exponent from $0$ to $pq - 1$ therefore occurs exactly once, and

$$\Bigl(\sum_{i<p} r^i\Bigr)\Bigl(\sum_{j<q} (r^p)^j\Bigr) = \sum_{k<pq} r^k .$$

Multiplying by $X$ from the left gives $H_{pq}(X)$.

The lemma `neumann_factor` proves this factorisation by adding one block at a time, in an induction on `q`. For $q = 0$ both sides are zero. In the step from $q$ to $q+1$, the second sum gains the term $(r^p)^q$. The induction hypothesis takes care of the earlier terms, and what remains is

$$\Bigl(\sum_{i<p} r^i\Bigr)(r^p)^q = \sum_{i<p} r^{pq+i},$$

the next block of $p$ powers. On the other side, `Finset.sum_range_add` splits the sum up to $pq + p$ at $pq$ and exposes the same block. After `congr 1` the two blocks are compared term by term, and the rules for exponents finish the proof.

The `calc` proof of `hyperpower_comp` has the same three stages as the derivation above. It writes out the definition of the second update, replaces the new residual by $(1 - AX)^p$ with `right_residual`, and merges the two sums with `neumann_factor`.

A schedule is then handled by induction on the list. The empty list gives $X = H_1(X)$. If the list begins with $p$ and continues with a list `ps` whose product is $m$, the first update turns $X$ into $H_p(X)$, and the remaining updates act on that element. By the induction hypothesis they amount to one update of order $m$, so the result is

$$H_m(H_p(X)) = H_{pm}(X).$$

The hypothesis is used for the starting guess $H_p(X)$ and not for $X$ itself. For this reason the induction in `hyperpower_schedule` is stated with `generalizing X`, which makes the hypothesis available for every starting guess.

## Exact inverses and the error after an update

The criterion in `exact_iff` follows directly from the first residual identity. The equation $A\,H_p(X) = 1$ says that the new residual $1 - A\,H_p(X)$ is zero, and this residual is $(1 - AX)^p$. The update thus ends at an exact right inverse when the initial residual is nilpotent and $p$ is large enough for its $p$-th power to vanish. For a residual that is not nilpotent, no finite order reaches one.

For invertible $A$ the residual and the error can be converted into each other. Multiplying the error by $A$ gives the residual,

$$AE = A(A^{-1} - X) = 1 - AX = r,$$

and multiplying the residual of any element $Y$ by $A^{-1}$ gives the error of that element,

$$A^{-1}(1 - AY) = A^{-1} - Y .$$

These are the auxiliary statements `h1` and `h2` in the proof of `error_law`. The second is needed for two choices of $Y$, the updated guess and the original one. With $Y = H_{p+1}(X)$ and the residual identity,

$$A^{-1} - H_{p+1}(X) = A^{-1}\bigl(1 - A\,H_{p+1}(X)\bigr) = A^{-1} r^{p+1} = (A^{-1} r)\, r^p .$$

With $Y = X$ the factor in brackets is $A^{-1} r = E$, and $r = AE$ turns the remaining power into $(AE)^p$. The new error is therefore $E(AE)^p$. The Lean proof follows the same steps, with `pow_succ'` splitting one factor $r$ off the left of $r^{p+1}$ so that it stands next to $A^{-1}$. Only the last replacement is made from the other side: `h1` rewrites $AE$ as $1 - AX$ in the claimed result $E(AE)^p$, after which the two sides agree.
